# Staggered differences remove the zone-edge state from the band edge of a gapped, coupled two-band model on an even ring

Q: Before I object to anything, what are the objects and the conventions?

A: The chain has \(N\) sites labelled by integers modulo \(N\), so site \(N\) is site \(0\). An envelope is any complex function on the sites.

```lean
import Mathlib

open scoped ComplexOrder

namespace StaggeredEnvelope

noncomputable section

/-- Complex envelope functions on a periodic chain of `N` sites. -/
abbrev Env (N : ℕ) := ZMod N → ℂ
```

There are three differences, all complex linear:
\[
(D_+f)(j)=f(j+1)-f(j),\quad (D_-f)(j)=f(j)-f(j-1),\quad (D_cf)(j)=f(j+1)-f(j-1).
\]
In Lean they are `forward`, `backward` and `centred`.

```lean
/-- The forward difference `f(j+1) - f(j)`. -/
def forward (N : ℕ) : Env N →ₗ[ℂ] Env N where
  toFun f j := f (j + 1) - f j
  map_add' f g := by ext j; simp only [Pi.add_apply]; ring
  map_smul' c f := by
    ext j; simp only [Pi.smul_apply, smul_eq_mul, RingHom.id_apply]; ring

/-- The backward difference `f(j) - f(j-1)`. -/
def backward (N : ℕ) : Env N →ₗ[ℂ] Env N where
  toFun f j := f j - f (j - 1)
  map_add' f g := by ext j; simp only [Pi.add_apply]; ring
  map_smul' c f := by
    ext j; simp only [Pi.smul_apply, smul_eq_mul, RingHom.id_apply]; ring

/-- The centred difference `f(j+1) - f(j-1)`. -/
def centred (N : ℕ) : Env N →ₗ[ℂ] Env N where
  toFun f j := f (j + 1) - f (j - 1)
  map_add' f g := by ext j; simp only [Pi.add_apply]; ring
  map_smul' c f := by
    ext j; simp only [Pi.smul_apply, smul_eq_mul, RingHom.id_apply]; ring
```

Two envelopes matter most: the uniform one, \(\mathbf 1(j)=1\), and the zone-edge one, \(z(j)=(-1)^j\) for \(j=0,\dots,N-1\). Both are unnormalised; for unit norm, divide by \(\sqrt N\).

```lean
/-- The uniform envelope, equal to one on every site. -/
def uniform (N : ℕ) : Env N := fun _ => 1

/-- The envelope with sign `(-1)^j` on the sites `j = 0, ..., N-1`, for positive `N`. -/
def zoneEdge (N : ℕ) : Env N := fun j => (-1) ^ j.val
```

The overlap is \(\langle g,f\rangle=\sum_j g(j)^*f(j)\). `NeZero N` says that the chain has at least one site.

```lean
variable {N : ℕ} [NeZero N]

/-- The overlap of two envelopes, conjugate-linear in the first. -/
def overlap (g f : Env N) : ℂ := ∑ j, star (g j) * f j
```

Q: And the Hamiltonian? I expect \(P_0k\) off the diagonal, with \(P_0\) real and \(k=-i\,\partial_x\).

A: A constant phase in the second envelope absorbs the \(i\), which leaves
\[
H\begin{pmatrix}u\\v\end{pmatrix}=\begin{pmatrix}\Delta u-P\,D'v\\ P\,Du-\Delta v\end{pmatrix}.
\]
Here \(\Delta\) is half the gap, and \(P\) is the interband momentum coupling \(P_0\) divided by the distance that the difference spans: one lattice spacing for \(D_\pm\), two for \(D_c\). The results below hold for every nonzero \(P\), so this factor of 2 does not affect them. The centred scheme takes \(D=D'=D_c\). The staggered scheme takes \(D=D_+\), \(D'=D_-\).

```lean
/-- The two-band operator with half-gap `Δ` and interband coupling `P`, in which `D` acts on
the first envelope and `D'` on the second. -/
def twoBand (Δ P : ℝ) (D D' : Env N →ₗ[ℂ] Env N) (ψ : Env N × Env N) : Env N × Env N :=
  ((Δ : ℂ) • ψ.1 - (P : ℂ) • D' ψ.2, (P : ℂ) • D ψ.1 - (Δ : ℂ) • ψ.2)
```

Q: In a staggered grid the second envelope lives halfway between sites. I see no half-sites in the types.

A: Both components have type `Env N`; the offset is in how you read the label. Take \(v(j)\) as the value at \(j+\tfrac12\). Then \(D_+u\) lands on the half-sites and \(D_-v\) on the sites, as it should.

Q: Then show me where the extra state comes from.

A: If \(D_cf=0\), then \(f(j+2)=f(j)\) for every \(j\). Even steps from site 0 return \(f(0)\) and odd steps return \(f(1)\), so
\[
f(n)=\frac{f(0)+f(1)}2+\frac{f(0)-f(1)}2(-1)^n .
\]
Lean proves this by an induction that advances two sites at a time.

```lean
omit [NeZero N] in
/-- A zero mode of the centred difference is a constant plus an alternating part, both fixed
by its values on sites 0 and 1. -/
theorem centred_zero_mode {f : Env N} (hf : centred N f = 0) (n : ℕ) :
    f (n : ZMod N) = (f 0 + f 1) / 2 + (f 0 - f 1) / 2 * (-1) ^ n := by
  -- the two sublattices decouple
  have step : ∀ j, f (j + 2) = f j := by
    intro j
    have h : f (j + 1 + 1) - f (j + 1 - 1) = 0 := congrFun hf (j + 1)
    have e1 : j + 1 + 1 = j + 2 := by ring
    have e2 : j + 1 - 1 = j := by ring
    rw [e1, e2] at h
    exact sub_eq_zero.mp h
  induction n using Nat.twoStepInduction with
  | zero => rw [Nat.cast_zero, pow_zero]; ring
  | one => rw [Nat.cast_one, pow_one]; ring
  | more n ih _ =>
    have e : ((n + 2 : ℕ) : ZMod N) = (n : ZMod N) + 2 := by simp
    rw [e, step, ih, pow_add]
    ring
```

Q: On a ring, \((-1)^n\) need not be single-valued.

A: That is where parity enters. Going once round multiplies the sign by \((-1)^N\), which is \(1\) for even \(N\). Hence \(z(j+1)=-z(j)\) everywhere, including across the seam.

```lean
/-- On an even chain the zone-edge envelope changes sign from each site to the next, all the
way round the ring. -/
theorem zoneEdge_add_one (hN : Even N) (j : ZMod N) :
    zoneEdge N (j + 1) = -zoneEdge N j := by
  have h : zoneEdge N ((j.val + 1 : ℕ) : ZMod N) = (-1) ^ (j.val + 1) := by
    unfold zoneEdge
    rw [ZMod.val_natCast]
    conv_rhs => rw [← Nat.mod_add_div (j.val + 1) N, pow_add, pow_mul, hN.neg_one_pow,
      one_pow, mul_one]
  rw [Nat.cast_add, Nat.cast_one, ZMod.natCast_zmod_val, pow_succ] at h
  rw [h]
  unfold zoneEdge
  ring
```

It follows that \(z(j+1)=z(j-1)\), so \(D_cz=0\), and \(D_c\mathbf 1=0\) is immediate. With the formula above, the zero modes for even \(N\) are exactly \(a\mathbf 1+bz\).

```lean
/-- On an even chain the zero modes of the centred difference are exactly the combinations of
the uniform and the zone-edge envelope. -/
theorem centred_eq_zero_iff (hN : Even N) (f : Env N) :
    centred N f = 0 ↔ ∃ a b : ℂ, f = a • uniform N + b • zoneEdge N := by
  constructor
  · intro hf
    refine ⟨(f 0 + f 1) / 2, (f 0 - f 1) / 2, ?_⟩
    ext j
    have h := centred_zero_mode hf j.val
    rw [ZMod.natCast_zmod_val] at h
    change f j = (f 0 + f 1) / 2 * 1 + (f 0 - f 1) / 2 * (-1) ^ j.val
    linear_combination h
  · rintro ⟨a, b, rfl⟩
    ext j
    have h1 := zoneEdge_add_one hN j
    have h2 := zoneEdge_add_one hN (j - 1)
    rw [sub_add_cancel] at h2
    change (a * 1 + b * zoneEdge N (j + 1)) - (a * 1 + b * zoneEdge N (j - 1)) = 0
    linear_combination b * h1 - b * h2
```

For odd \(N\), setting \(n=N\) in the formula gives \(f(0)=f(1)\), and only constants survive.

```lean
/-- On an odd chain the zero modes of the centred difference are exactly the constants. -/
theorem centred_eq_zero_iff_of_odd (hN : Odd N) (f : Env N) :
    centred N f = 0 ↔ ∃ a : ℂ, f = a • uniform N := by
  constructor
  · intro hf
    -- one turn round the ring exchanges the sublattices
    have h := centred_zero_mode hf N
    rw [ZMod.natCast_self, hN.neg_one_pow] at h
    have e : f 1 = f 0 := by linear_combination -h
    refine ⟨f 0, ?_⟩
    ext j
    have h2 := centred_zero_mode hf j.val
    rw [ZMod.natCast_zmod_val, e] at h2
    change f j = f 0 * 1
    linear_combination h2
  · rintro ⟨a, rfl⟩
    ext j
    exact sub_self (a * 1)
```

The forward difference is simpler: \(D_+f=0\) means \(f(j+1)=f(j)\), so \(f\) is constant for either parity. The Lean proof is a one-step induction.

```lean
/-- The zero modes of the forward difference are exactly the constants. -/
theorem forward_eq_zero_iff (f : Env N) :
    forward N f = 0 ↔ ∃ a : ℂ, f = a • uniform N := by
  constructor
  · intro hf
    have key : ∀ n : ℕ, f (n : ZMod N) = f 0 := by
      intro n
      induction n with
      | zero => rw [Nat.cast_zero]
      | succ n ih =>
        have h : f ((n : ZMod N) + 1) - f n = 0 := congrFun hf n
        rw [Nat.cast_add, Nat.cast_one, sub_eq_zero.mp h, ih]
    refine ⟨f 0, ?_⟩
    ext j
    have h := key j.val
    rw [ZMod.natCast_zmod_val] at h
    change f j = f 0 * 1
    rw [h, mul_one]
  · rintro ⟨a, rfl⟩
    ext j
    exact sub_self (a * 1)
```

Q: A kernel is not yet a state of \(H\). And is \(H\) even Hermitian?

A: It is if \(D^\dagger=-D'\). Relabelling the sum round the ring gives \(\sum_j g(j)^*f(j+1)=\sum_j g(j-1)^*f(j)\), hence
\[
\langle g,D_+f\rangle=\sum_j\bigl(g(j-1)-g(j)\bigr)^*f(j)=-\langle D_-g,f\rangle .
\]
`Equiv.sum_comp` performs the relabelling.

```lean
/-- The adjoint of the forward difference is minus the backward difference. -/
theorem forward_adjoint (f g : Env N) :
    overlap g (forward N f) = -overlap (backward N g) f := by
  have s := Equiv.sum_comp (Equiv.addRight (1 : ZMod N)) (fun j => star (g (j - 1)) * f j)
  simp only [Equiv.coe_addRight, add_sub_cancel_right] at s
  change ∑ j, star (g j) * (f (j + 1) - f j) = -∑ j, star (g j - g (j - 1)) * f j
  simp only [star_sub, mul_sub, sub_mul, Finset.sum_sub_distrib]
  linear_combination s
```

Two such shifts give \(\langle g,D_cf\rangle=-\langle D_cg,f\rangle\).

```lean
/-- The adjoint of the centred difference is minus itself. -/
theorem centred_adjoint (f g : Env N) :
    overlap g (centred N f) = -overlap (centred N g) f := by
  have s := Equiv.sum_comp (Equiv.addRight (1 : ZMod N)) (fun j => star (g (j - 1)) * f j)
  have t := Equiv.sum_comp (Equiv.addRight (1 : ZMod N)) (fun j => star (g j) * f (j - 1))
  simp only [Equiv.coe_addRight, add_sub_cancel_right] at s t
  change ∑ j, star (g j) * (f (j + 1) - f (j - 1)) =
    -∑ j, star (g (j + 1) - g (j - 1)) * f j
  simp only [star_sub, mul_sub, sub_mul, Finset.sum_sub_distrib]
  linear_combination s + t
```

The slip to avoid is using \(D_+\) in both places. Its adjoint is \(-D_-\), not \(-D_+\), so for \(N\ge2\) and \(P\neq0\) that Hamiltonian is not Hermitian.

Q: Now the states at the band edge.

A: Set \(H(u,v)=\Delta(u,v)\), with \(\Delta\) and \(P\) nonzero: there is a gap, and the bands do couple. The first row gives \(D'v=0\), and the second gives \(P\,Du=2\Delta v\). Therefore
\[
2\Delta\langle v,v\rangle=P\langle v,Du\rangle=-P\langle D'v,u\rangle=0 .
\]
So \(v=0\), and then \(Du=0\). Conversely, any such pair solves the equation. In Lean, `hadj` is the adjoint relation, `ov` is the vanishing overlap and `e` is the first equality.

```lean
/-- If `-D'` is the adjoint of `D`, and gap and coupling are nonzero, the two-band states at
energy `Δ` are those with first envelope in the kernel of `D` and second envelope zero. -/
theorem twoBand_edge {D D' : Env N →ₗ[ℂ] Env N}
    (hadj : ∀ f g, overlap g (D f) = -overlap (D' g) f)
    {Δ P : ℝ} (hΔ : Δ ≠ 0) (hP : P ≠ 0) (u v : Env N) :
    twoBand Δ P D D' (u, v) = (Δ : ℂ) • (u, v) ↔ D u = 0 ∧ v = 0 := by
  have hΔ' : (Δ : ℂ) ≠ 0 := Complex.ofReal_ne_zero.mpr hΔ
  have hP' : (P : ℂ) ≠ 0 := Complex.ofReal_ne_zero.mpr hP
  constructor
  · intro h
    have h1 : (Δ : ℂ) • u - (P : ℂ) • D' v = (Δ : ℂ) • u := congrArg Prod.fst h
    have h2 : (P : ℂ) • D u - (Δ : ℂ) • v = (Δ : ℂ) • v := congrArg Prod.snd h
    have hv : D' v = 0 := (smul_eq_zero.mp (sub_eq_self.mp h1)).resolve_left hP'
    -- `v` is orthogonal to the range of `D`, yet proportional to `D u`
    have ov : overlap v (D u) = 0 := by
      rw [hadj, hv]
      simp [overlap]
    have e : 2 * (Δ : ℂ) * overlap v v = P * overlap v (D u) := by
      unfold overlap
      rw [Finset.mul_sum, Finset.mul_sum]
      apply Finset.sum_congr rfl
      intro j _
      have hj : (P : ℂ) * D u j - Δ * v j = Δ * v j := congrFun h2 j
      linear_combination -(star (v j)) * hj
    rw [ov, mul_zero] at e
    have vv : overlap v v = 0 :=
      (mul_eq_zero.mp e).resolve_left (mul_ne_zero two_ne_zero hΔ')
    have v0 : v = 0 := dotProduct_star_self_eq_zero.mp vv
    rw [v0, smul_zero, sub_zero] at h2
    exact ⟨(smul_eq_zero.mp h2).resolve_left hP', v0⟩
  · rintro ⟨hu, rfl⟩
    simp [twoBand, hu]
```

Inserting the two adjoint relations and the two kernels gives the comparison you wanted. The equivalences describe the whole solution space, zero vector included.

```lean
/-- On an even chain with nonzero gap and coupling, the centred two-band states at energy `Δ`
have a first envelope mixing uniform and zone-edge parts freely; in the staggered scheme it is
uniform. The second envelope vanishes in both. -/
theorem staggering_removes_doubler (hN : Even N) {Δ P : ℝ} (hΔ : Δ ≠ 0) (hP : P ≠ 0)
    (u v : Env N) :
    (twoBand Δ P (centred N) (centred N) (u, v) = (Δ : ℂ) • (u, v) ↔
      (∃ a b : ℂ, u = a • uniform N + b • zoneEdge N) ∧ v = 0) ∧
    (twoBand Δ P (forward N) (backward N) (u, v) = (Δ : ℂ) • (u, v) ↔
      (∃ a : ℂ, u = a • uniform N) ∧ v = 0) := by
  rw [twoBand_edge centred_adjoint hΔ hP, twoBand_edge forward_adjoint hΔ hP,
    centred_eq_zero_iff hN, forward_eq_zero_iff]
  exact ⟨Iff.rfl, Iff.rfl⟩
```

Q: Give me numbers.

A: Take \(N=4\), \(\Delta=P=1\) and the normalised zone-edge envelope \(u=\tfrac12(1,-1,1,-1)\), with \(v=0\). Centred: \(D_cu=0\), so \(H(u,0)=(u,0)\), a state at energy \(1\) that alternates from site to site. Staggered: \(D_+u=(-1,1,-1,1)=-2u\), so \(H(u,0)=(u,-2u)\), which is no eigenstate.

Q: So where did the state go?

A: The theorems concern energy \(\Delta\) only, but here a two-by-two calculation settles it. Since \(D_-u=2u\), \(H\) acts on the pairs \((\alpha u,\beta u)\) as \(\begin{pmatrix}1&-2\\-2&-1\end{pmatrix}\), with energies \(\pm\sqrt5\), away from the edge.

Q: Can I say "two against one" for the kernels?

A: Yes, for every positive even \(N\), including \(N=2\), where \(D_c\) is zero and its kernel is the whole two-dimensional space. If \(s\mathbf 1+tz=0\), sites 0 and 1 give \(s+t=0\) and \(s-t=0\), so \(s=t=0\). The two envelopes are independent, and the dimension is 2. For \(D_+\), the single nonzero envelope \(\mathbf 1\) spans the kernel.

```lean
/-- On an even chain the centred difference has a two-dimensional kernel and the forward
difference a one-dimensional one. -/
theorem kernel_dimensions (hN : Even N) :
    Module.finrank ℂ (LinearMap.ker (centred N)) = 2 ∧
    Module.finrank ℂ (LinearMap.ker (forward N)) = 1 := by
  constructor
  · have hk : LinearMap.ker (centred N) = Submodule.span ℂ {uniform N, zoneEdge N} := by
      ext f
      rw [LinearMap.mem_ker, centred_eq_zero_iff hN, Submodule.mem_span_pair]
      exact ⟨fun ⟨a, b, h⟩ => ⟨a, b, h.symm⟩, fun ⟨a, b, h⟩ => ⟨a, b, h.symm⟩⟩
    -- sites 0 and 1 tell the two envelopes apart
    have li : LinearIndependent ℂ ![uniform N, zoneEdge N] := by
      refine LinearIndependent.pair_iff.mpr fun s t h => ?_
      have z0 : zoneEdge N 0 = 1 := by simp [zoneEdge]
      have h0 : s * 1 + t * zoneEdge N 0 = 0 := congrFun h 0
      have h1 : s * 1 + t * zoneEdge N (0 + 1) = 0 := congrFun h (0 + 1)
      rw [zoneEdge_add_one hN, z0] at h1
      rw [z0] at h0
      exact ⟨by linear_combination (h0 + h1) / 2, by linear_combination (h0 - h1) / 2⟩
    have h := finrank_span_eq_card li
    rw [Matrix.range_cons_cons_empty, Fintype.card_fin] at h
    rw [hk, h]
  · have hk : LinearMap.ker (forward N) = Submodule.span ℂ {uniform N} := by
      ext f
      rw [LinearMap.mem_ker, forward_eq_zero_iff, Submodule.mem_span_singleton]
      exact ⟨fun ⟨a, h⟩ => ⟨a, h.symm⟩, fun ⟨a, h⟩ => ⟨a, h.symm⟩⟩
    have hu : uniform N ≠ 0 := fun h => one_ne_zero (α := ℂ) (congrFun h 0)
    rw [hk, finrank_span_singleton hu]

end

end StaggeredEnvelope
```

```lean
#print axioms StaggeredEnvelope.centred_eq_zero_iff_of_odd
-- 'StaggeredEnvelope.centred_eq_zero_iff_of_odd' depends on axioms: [propext, Classical.choice, Quot.sound]
#print axioms StaggeredEnvelope.staggering_removes_doubler
-- 'StaggeredEnvelope.staggering_removes_doubler' depends on axioms: [propext, Classical.choice, Quot.sound]
#print axioms StaggeredEnvelope.kernel_dimensions
-- 'StaggeredEnvelope.kernel_dimensions' depends on axioms: [propext, Classical.choice, Quot.sound]
```

Q: My heterostructure has interfaces, though.

A: This model does not: \(\Delta\) and \(P\) are the same on every site, the chain is finite and periodic, and remote bands are left out. Within that uniform two-band setting, the result bears on discretised envelope-function simulations, where a centred first derivative can put a spurious, rapidly alternating state at the band edge.
